# The least number of energies that fixes every constant, field and pair coefficient of n Ising spins is 1 + n + n(n−1)/2

## How many spin configurations do I have to compute?

To extract magnetic couplings from total-energy calculations, I choose some collinear spin configurations, compute their energies and solve a linear system for the coefficients of an Ising model. With a constant, a field on every spin and a coupling for every pair, there are $N = 1 + n + n(n-1)/2$ unknowns. I believe that no set of fewer than $N$ configurations fixes them all, and that the configurations with at most two down spins do. Can this be made rigorous and checked in Lean?

## Four energies per coupling, and a dimension count

Yes. Label a configuration by the set $D$ of its down spins, with $s_i=-1$ for $i\in D$ and $s_i=+1$ otherwise. The energy is

$$E(D)=c+\sum_i h_i s_i+\sum_{i<j}J_{ij}s_is_j .$$

**Couplings.** Fix all spins except $i$ and $j$. Then $E=A+Bs_i+Cs_j+J_{ij}s_is_j$, where $A,B,C$ depend only on the fixed spins. In the combination

$$E(+,+)-E(-,+)-E(+,-)+E(-,-)=4J_{ij}$$

the terms in $A$, $B$ and $C$ cancel. With all other spins up, these four states have at most two down spins.

**Fields and constant.** Flipping spin $i$ from the all-up state gives

$$E(\varnothing)-E(\{i\})=2h_i+2\sum_{j\ne i}J_{ij},$$

with $J_{ij}=J_{ji}$. The couplings are known, so this yields $h_i$. Finally, $c=E(\varnothing)-\sum_i h_i-\sum_{i<j}J_{ij}$.

**Lower bound.** The energies on $m$ configurations are a linear map $\mathbb R^N\to\mathbb R^m$. If $m<N$, its kernel contains a nonzero coefficient set. This set has zero energy on all $m$ configurations, so their energies cannot distinguish it from zero coefficients.

**Minimum and exact fit.** There are $1+n+\binom n2=N$ configurations with zero, one or two down spins, so the bound is attained. On them the linear map is injective between spaces of equal dimension, hence bijective: any assigned energies have exactly one fit.

```lean
import Mathlib

open Finset

namespace IsingEnergyFitting

noncomputable section

/-- A configuration of `n` Ising spins, given by the set of its down spins. -/
abbrev Config (n : ℕ) := Finset (Fin n)

/-- The pairs of distinct spins, each listed once with the smaller label first. -/
abbrev Pair (n : ℕ) := {p : Fin n × Fin n // p.1 < p.2}

/-- The coefficients of the model: a constant, a field on each spin, a coupling for each pair. -/
abbrev Coeffs (n : ℕ) := ℝ × (Fin n → ℝ) × (Pair n → ℝ)

variable {n : ℕ}

/-- The value of spin `i`: minus one if it is down, plus one if it is up. -/
def spin (D : Config n) (i : Fin n) : ℝ := if i ∈ D then -1 else 1

/-- The pair interaction energy of a configuration. -/
def pairEnergy (J : Pair n → ℝ) (D : Config n) : ℝ :=
  ∑ p : Pair n, J p * (spin D p.1.1 * spin D p.1.2)

/-- The total energy: constant, field terms and pair terms. -/
def energy (x : Coeffs n) (D : Config n) : ℝ :=
  x.1 + ∑ i, x.2.1 i * spin D i + pairEnergy x.2.2 D

/-- A set of configurations determines the model if two coefficient sets with the same energies
on it are equal. -/
def Determines (S : Finset (Config n)) : Prop :=
  ∀ x y : Coeffs n, (∀ D ∈ S, energy x D = energy y D) → x = y

/-- The configurations with at most two down spins. -/
def lowConfigs (n : ℕ) : Finset (Config n) := univ.filter (fun D => D.card ≤ 2)

/-- The energies on a set of configurations, as a linear function of the coefficients. -/
def energyMap (S : Finset (Config n)) : Coeffs n →ₗ[ℝ] (S → ℝ) where
  toFun x D := energy x D.1
  map_add' x y := by
    funext D
    simp only [energy, pairEnergy, Prod.fst_add, Prod.snd_add, Pi.add_apply, add_mul,
      Finset.sum_add_distrib]
    ring
  map_smul' a x := by
    funext D
    simp only [energy, pairEnergy, Prod.smul_fst, Prod.smul_snd, Pi.smul_apply, smul_eq_mul,
      RingHom.id_apply, mul_add, Finset.mul_sum, mul_assoc]

/-- Turning the up spin `i` down lowers its value by two and leaves the other spins alone. -/
theorem spin_insert {D : Config n} {i : Fin n} (hi : i ∉ D) (k : Fin n) :
    spin (insert i D) k = spin D k - 2 * (if k = i then (1 : ℝ) else 0) := by
  unfold spin
  by_cases h : k = i
  · rw [h]
    norm_num [hi]
  · simp [h]

/-- Four-state formula: the energies of the four states of two spins, on any fixed background
of the others, give four times their coupling. -/
theorem four_state (x : Coeffs n) (p : Pair n) {D : Config n}
    (hi : p.1.1 ∉ D) (hj : p.1.2 ∉ D) :
    energy x D - energy x (insert p.1.1 D) - energy x (insert p.1.2 D)
      + energy x (insert p.1.1 (insert p.1.2 D)) = 4 * x.2.2 p := by
  have hij : p.1.1 ≠ p.1.2 := ne_of_lt p.2
  have hi' : p.1.1 ∉ insert p.1.2 D := fun h => (Finset.mem_insert.mp h).elim hij hi
  -- the field terms cancel
  have h1 : ∑ k, x.2.1 k * spin D k - ∑ k, x.2.1 k * spin (insert p.1.1 D) k
      - ∑ k, x.2.1 k * spin (insert p.1.2 D) k
      + ∑ k, x.2.1 k * spin (insert p.1.1 (insert p.1.2 D)) k = 0 := by
    rw [← Finset.sum_sub_distrib, ← Finset.sum_sub_distrib, ← Finset.sum_add_distrib]
    apply Finset.sum_eq_zero
    intro k _
    simp only [spin_insert hi', spin_insert hi, spin_insert hj]
    ring
  -- among the pair terms only the chosen pair survives
  have key : ∀ q : Pair n, x.2.2 q * (spin D q.1.1 * spin D q.1.2)
      - x.2.2 q * (spin (insert p.1.1 D) q.1.1 * spin (insert p.1.1 D) q.1.2)
      - x.2.2 q * (spin (insert p.1.2 D) q.1.1 * spin (insert p.1.2 D) q.1.2)
      + x.2.2 q * (spin (insert p.1.1 (insert p.1.2 D)) q.1.1
        * spin (insert p.1.1 (insert p.1.2 D)) q.1.2)
      = if q = p then 4 * x.2.2 q else 0 := by
    intro q
    by_cases h : q = p
    · rw [h, if_pos rfl]
      simp only [spin_insert hi', spin_insert hi, spin_insert hj, hij, hij.symm, ↓reduceIte]
      ring
    · have a1 : (if q.1.1 = p.1.1 then (1 : ℝ) else 0)
          * (if q.1.2 = p.1.2 then (1 : ℝ) else 0) = 0 := by
        by_cases ha : q.1.1 = p.1.1
        · have hb : q.1.2 ≠ p.1.2 := fun hb => h (Subtype.ext (Prod.ext ha hb))
          rw [if_neg hb, mul_zero]
        · rw [if_neg ha, zero_mul]
      have a2 : (if q.1.1 = p.1.2 then (1 : ℝ) else 0)
          * (if q.1.2 = p.1.1 then (1 : ℝ) else 0) = 0 := by
        by_cases ha : q.1.1 = p.1.2
        · have hb : q.1.2 ≠ p.1.1 := fun hb => by
            have h3 : q.1.1 < q.1.2 := q.2
            rw [ha, hb] at h3
            exact lt_asymm h3 p.2
          rw [if_neg hb, mul_zero]
        · rw [if_neg ha, zero_mul]
      rw [if_neg h]
      simp only [spin_insert hi', spin_insert hi, spin_insert hj]
      linear_combination 4 * x.2.2 q * (a1 + a2)
  have h2 : pairEnergy x.2.2 D - pairEnergy x.2.2 (insert p.1.1 D)
      - pairEnergy x.2.2 (insert p.1.2 D)
      + pairEnergy x.2.2 (insert p.1.1 (insert p.1.2 D)) = 4 * x.2.2 p := by
    unfold pairEnergy
    rw [← Finset.sum_sub_distrib, ← Finset.sum_sub_distrib, ← Finset.sum_add_distrib,
      Finset.sum_congr rfl (fun q _ => key q)]
    simp
  unfold energy
  linarith

/-- Turning one up spin down lowers the energy by twice its field, apart from the change in pair
energy. -/
theorem field_flip (x : Coeffs n) {D : Config n} {i : Fin n} (hi : i ∉ D) :
    energy x D - energy x (insert i D)
      = 2 * x.2.1 i + (pairEnergy x.2.2 D - pairEnergy x.2.2 (insert i D)) := by
  have t : ∑ k, x.2.1 k * (2 * (if k = i then (1 : ℝ) else 0)) = 2 * x.2.1 i := by
    rw [Finset.sum_eq_single i]
    · rw [if_pos rfl]
      ring
    · intro b _ hb
      simp [hb]
    · simp
  have hs : ∑ k, x.2.1 k * spin (insert i D) k = ∑ k, x.2.1 k * spin D k - 2 * x.2.1 i := by
    simp only [spin_insert hi, mul_sub, Finset.sum_sub_distrib]
    rw [t]
  unfold energy
  linarith

/-- The energies of the configurations with at most two down spins determine every
coefficient. -/
theorem lowConfigs_determine (n : ℕ) : Determines (lowConfigs n) := by
  intro x y h
  have h' : ∀ D : Config n, D.card ≤ 2 → energy x D = energy y D :=
    fun D hD => h D (by simp [lowConfigs, hD])
  have e0 := h' ∅ (by simp)
  have e1 : ∀ i, energy x (insert i (∅ : Config n)) = energy y (insert i (∅ : Config n)) :=
    fun i => h' _ (by simp)
  -- couplings first, then fields, then the constant
  have hJ : x.2.2 = y.2.2 := by
    funext p
    have e2 := h' (insert p.1.1 (insert p.1.2 (∅ : Config n))) (by
      have c1 := Finset.card_insert_le p.1.1 (insert p.1.2 (∅ : Config n))
      have c2 := Finset.card_insert_le p.1.2 (∅ : Config n)
      rw [Finset.card_empty] at c2
      omega)
    have a := four_state x p (D := ∅) (by simp) (by simp)
    have b := four_state y p (D := ∅) (by simp) (by simp)
    linarith [e1 p.1.1, e1 p.1.2]
  have hh : x.2.1 = y.2.1 := by
    funext i
    have a := field_flip x (D := ∅) (i := i) (by simp)
    have b := field_flip y (D := ∅) (i := i) (by simp)
    rw [hJ] at a
    linarith [e1 i]
  have hc : x.1 = y.1 := by
    unfold energy at e0
    rw [hJ, hh] at e0
    linarith
  exact Prod.ext hc (Prod.ext hh hJ)

/-- The model has `1 + n + n(n-1)/2` independent coefficients. -/
theorem finrank_coeffs (n : ℕ) :
    Module.finrank ℝ (Coeffs n) = 1 + n + n * (n - 1) / 2 := by
  let e : Pair n ≃ (Σ j : Fin n, Fin j.val) :=
    { toFun := fun p => ⟨p.1.2, ⟨p.1.1.val, p.2⟩⟩
      invFun := fun q => ⟨(⟨q.2.val, q.2.isLt.trans q.1.isLt⟩, q.1), q.2.isLt⟩
      left_inv := fun _ => rfl
      right_inv := fun _ => rfl }
  have hp : Fintype.card (Pair n) = n * (n - 1) / 2 := by
    rw [Fintype.card_congr e, Fintype.card_sigma]
    simp only [Fintype.card_fin]
    rw [Fin.sum_univ_eq_sum_range (fun i => i) n, Finset.sum_range_id]
  simp only [Module.finrank_prod, Module.finrank_self, Module.finrank_fintype_fun_eq_card,
    Fintype.card_fin, hp]
  exact (add_assoc _ _ _).symm

/-- For fewer than `1 + n + n(n-1)/2` configurations, some nonzero coefficient set has zero energy
on all of them. -/
theorem exists_invisible_coeffs (S : Finset (Config n))
    (hS : S.card < 1 + n + n * (n - 1) / 2) :
    ∃ x : Coeffs n, x ≠ 0 ∧ ∀ D ∈ S, energy x D = 0 := by
  by_contra hne
  have inj : Function.Injective (energyMap S) :=
    (injective_iff_map_eq_zero _).2 fun x hx => by_contra fun h0 =>
      hne ⟨x, h0, fun D hD => congrFun hx ⟨D, hD⟩⟩
  have hle := LinearMap.finrank_le_finrank_of_injective inj
  rw [finrank_coeffs, Module.finrank_fintype_fun_eq_card, Fintype.card_coe] at hle
  exact absurd hle (not_le_of_gt hS)

/-- A set of configurations that determines the model has at least `1 + n + n(n-1)/2` members. -/
theorem card_ge_of_determines {S : Finset (Config n)} (h : Determines S) :
    1 + n + n * (n - 1) / 2 ≤ S.card := by
  by_contra hlt
  obtain ⟨x, hx, h0⟩ := exists_invisible_coeffs S (not_le.mp hlt)
  have z : ∀ D : Config n, energy (0 : Coeffs n) D = 0 := fun D => by simp [energy, pairEnergy]
  exact hx (h x 0 fun D hD => (h0 D hD).trans (z D).symm)

/-- There are `1 + n + n(n-1)/2` configurations with at most two down spins. -/
theorem card_lowConfigs (n : ℕ) : (lowConfigs n).card = 1 + n + n * (n - 1) / 2 := by
  apply le_antisymm _ (card_ge_of_determines (lowConfigs_determine n))
  -- sort the configurations by their number of down spins
  have h : lowConfigs n = powersetCard 0 univ ∪ (powersetCard 1 univ ∪ powersetCard 2 univ) := by
    ext D
    simp only [lowConfigs, mem_filter, mem_univ, true_and, mem_union, mem_powersetCard,
      subset_univ]
    omega
  have c1 := Finset.card_union_le (powersetCard 0 (univ : Finset (Fin n)))
    (powersetCard 1 univ ∪ powersetCard 2 univ)
  have c2 := Finset.card_union_le (powersetCard 1 (univ : Finset (Fin n))) (powersetCard 2 univ)
  rw [← h] at c1
  simp only [card_powersetCard, Finset.card_univ, Fintype.card_fin, Nat.choose_zero_right,
    Nat.choose_one_right, Nat.choose_two_right] at c1 c2
  linarith

/-- The least number of configurations whose energies determine all coefficients is
`1 + n + n(n-1)/2`. -/
theorem minimal_number_of_energies (n : ℕ) :
    IsLeast {m : ℕ | ∃ S : Finset (Config n), S.card = m ∧ Determines S}
      (1 + n + n * (n - 1) / 2) := by
  refine ⟨⟨lowConfigs n, card_lowConfigs n, lowConfigs_determine n⟩, ?_⟩
  rintro m ⟨S, rfl, hS⟩
  exact card_ge_of_determines hS

/-- Any energies assigned to the configurations with at most two down spins are reproduced by
exactly one coefficient set. -/
theorem existsUnique_fit (E : Config n → ℝ) :
    ∃! x : Coeffs n, ∀ D ∈ lowConfigs n, energy x D = E D := by
  have inj : Function.Injective (energyMap (lowConfigs n)) := fun x y h =>
    lowConfigs_determine n x y fun D hD => congrFun h ⟨D, hD⟩
  have hdim : Module.finrank ℝ (Coeffs n) = Module.finrank ℝ (lowConfigs n → ℝ) := by
    rw [finrank_coeffs, Module.finrank_fintype_fun_eq_card, Fintype.card_coe, card_lowConfigs]
  obtain ⟨x, hx⟩ :=
    (LinearMap.injective_iff_surjective_of_finrank_eq_finrank hdim).1 inj (fun D => E D.1)
  have hfit : ∀ D ∈ lowConfigs n, energy x D = E D := fun D hD => congrFun hx ⟨D, hD⟩
  exact ⟨x, hfit, fun y hy => lowConfigs_determine n y x fun D hD =>
    (hy D hD).trans (hfit D hD).symm⟩

end

end IsingEnergyFitting
```

```lean
#print axioms IsingEnergyFitting.minimal_number_of_energies
-- 'IsingEnergyFitting.minimal_number_of_energies' depends on axioms: [propext, Classical.choice, Quot.sound]
#print axioms IsingEnergyFitting.existsUnique_fit
-- 'IsingEnergyFitting.existsUnique_fit' depends on axioms: [propext, Classical.choice, Quot.sound]
```

## What the theorems say about the fit

`Config n` is the set of down spins, and `Coeffs n` holds $(c,h,J)$ with real entries. `Pair n` lists each pair once, smaller label first, so there is no double counting. Couplings enter with a plus sign: positive $J_{ij}$ favours antiparallel spins.

`Determines S` means that two coefficient sets with equal energies on all of `S` are equal. `minimal_number_of_energies` states that $N$ is the least size of such a set, for every $n$, including zero. `exists_invisible_coeffs` gives the nonzero coefficient set for any smaller `S`, and `existsUnique_fit` gives the unique fit to arbitrary energies on `lowConfigs n`.

For energy mapping in electronic structure, this counts the collinear calculations needed when each supplies only its total energy and the model is an Ising model with at most pair terms and unrestricted coefficients. The configurations are chosen in advance and the energies are exact. Relations between coefficients are not included, and with them fewer energies can suffice. Crystal symmetry can impose such relations. So can time reversal: without an applied magnetic field, and when the $n$ spins are all the magnetic moments of the system, reversing every spin leaves the energy unchanged, and a pair model that holds on all configurations then has every $h_i$ equal to zero. Nor do the theorems say that every set of $N$ configurations works, or that the fit predicts the energies of configurations left out of it.

## How the Lean proof follows the derivation

`spin_insert` writes a flip as subtracting 2 from one spin value. `four_state` uses it term by term: the field contributions cancel, and `key` shows that only the chosen pair survives in the pair sum. `field_flip` isolates $2h_i$ and leaves the change in pair energy as a difference.

`lowConfigs_determine` applies these two identities to both coefficient sets at `D = ∅`. It obtains equal couplings, then equal fields, then equal constants, with `linarith` solving the linear relations.

`finrank_coeffs` computes the dimension $N$, counting pairs by the larger label: label $j$ has $j$ smaller partners when labels start at zero. In `exists_invisible_coeffs`, the absence of a nonzero kernel element would make `energyMap S` injective, which forces $N\le|S|$. `card_ge_of_determines` compares the resulting coefficient set with zero.

`card_lowConfigs` needs only an upper bound from counting, by splitting the configurations into those with zero, one and two down spins. The lower bound comes from the fact that they determine the model. `existsUnique_fit` then turns injectivity into surjectivity by equality of dimensions.
